# Discarding small Coulomb eigenvalues never raises a screened self-interaction at fixed, negative semidefinite polarizability

A GW calculation in a mixed product basis can be made cheaper by diagonalising the bare Coulomb matrix and discarding the eigenvectors with small eigenvalues before the dielectric matrix is inverted. This removes part of the bare interaction, but it also changes how strongly the rest is screened. For a static, negative semidefinite polarizability held fixed, the net effect has a definite sign: the screened interaction of an orbital product with itself never increases.

## Monotonicity of the screened interaction

Let \(v\) be the bare Coulomb matrix and \(K=-P\), where \(P\) is the static polarizability. The screened interaction is

\[
W(v)=v(1+Kv)^{-1}.
\]

Write \(X\succeq0\) for a Hermitian positive semidefinite matrix. If \(K\), \(v\), \(w\) and \(v-w\) are all \(\succeq0\), then

\[
W(v)-W(w)\succeq0 .
\]

For an orbital product with coefficient vector \(x\), call \(x^\dagger Wx\) its screened self-interaction. The ordering gives \(x^\dagger W(w)x\le x^\dagger W(v)x\). For the independent-particle polarizability commonly used in GW, the condition \(K\succeq0\) says that a static perturbing potential never raises the energy of the non-interacting electrons at second order.

## The cutoff in a GW code

At a given wave vector, the code computes \(v=U\,\mathrm{diag}(\lambda)\,U^\dagger\) and keeps the columns of \(U\) with \(\lambda_i\ge\tau\). It rotates the orbital-product coefficients into these columns, scales them by \(\sqrt{\lambda_i}\), and inverts the symmetrised dielectric matrix \(1+v^{1/2}Kv^{1/2}\) in the retained block only. The resulting \(W\) is the one obtained by setting the discarded eigenvalues to zero in the formula above.

A diagonal element of the static screened exchange is minus a sum, with nonnegative weights, of terms \(x^\dagger Wx\) over occupied states and wave vectors. At fixed orbitals and polarizability, the cutoff can thus only leave it unchanged or make it less negative.

## Derivation

Set \(d=v-w\), \(B=(1+Kv)^{-1}\) and \(A=(1+Kw)^{-1}\).

**The inverses exist.** Suppose \((1+Kv)x=0\). Pairing with \(vx\) gives
\[
x^\dagger vx+(vx)^\dagger K(vx)=0 .
\]
Both terms are nonnegative, so \(x^\dagger vx=0\), which forces \(vx=0\). Then \(x=-Kvx=0\). The same holds for \(w\).

**The screened response is positive semidefinite.** The adjoint of \((1+Kw)A=1\) is \(A^\dagger(1+wK)=1\). For square matrices this also gives \((1+wK)A^\dagger=1\), so
\[
R:=AK=AK(1+wK)A^\dagger=A(K+KwK)A^\dagger\succeq0 .
\]

**The difference is dressed on both sides.** From \(B^\dagger(1+vK)=1\),
\[
vB=B^\dagger(1+vK)vB=B^\dagger v(1+Kv)B=B^\dagger v .
\]
Using \(KwA=1-A\) as well,
\[
wA=B^\dagger(wA+vKwA)=B^\dagger(wA+v-vA)=B^\dagger v-B^\dagger dA .
\]
Subtracting, \(W(v)-W(w)=B^\dagger dA\).

**The sign becomes visible.** Since \(1+Kv=1+Kw+Kd\),
\[
A=A(1+Kv)B=B+RdB ,
\]
and therefore
\[
W(v)-W(w)=B^\dagger(d+dRd)B\succeq0 .
\]

**Equality.** For a positive semidefinite matrix, a vanishing quadratic form means that the matrix annihilates the vector. The two self-interactions of \(x\) agree exactly when \(B^\dagger dAx=0\), and since \(B^\dagger\) is invertible, exactly when \(dAx=0\).

**The cutoff.** With \(w\) the truncated Coulomb matrix, \(v-w\) has the same eigenvectors as \(v\). Its eigenvalues are \(\lambda_i\ge0\) for discarded modes and zero for retained ones, so the bound applies.

## Two modes worked by hand

Take \(v=\mathrm{diag}(4,1)\), \(\tau=2\), hence \(w=\mathrm{diag}(4,0)\), and let every entry of the \(2\times2\) matrix \(K\) be 1. Then

\[
W(v)=\begin{pmatrix}4/3&-2/3\\-2/3&5/6\end{pmatrix},\qquad
W(w)=\begin{pmatrix}4/5&0\\0&0\end{pmatrix}.
\]

The first mode keeps its bare interaction of 4, yet its screened value falls from \(4/3\) to \(4/5\). The off-diagonal element rises, so the ordering is not elementwise. The difference has determinant zero: for the normalised vector \((5,4)^T/\sqrt{41}\), both self-interactions equal \(20/41\).

## The Lean file

```lean
import Mathlib

open Matrix
open scoped ComplexOrder

namespace MixedProductBasis

noncomputable section

variable {n : Type*} [Fintype n] [DecidableEq n]

/-- The screened interaction `W = v (1 + K v)⁻¹` for the bare interaction `v` and the
response `K` (minus the polarizability); its domain is the pairs with `1 + K v` invertible. -/
def screened (K v : Matrix n n ℂ) : Matrix n n ℂ := v * (1 + K * v)⁻¹

/-- The response `(1 + K w)⁻¹ K` screened by the interaction `w`; its domain is the pairs
with `1 + K w` invertible. -/
def screenedResponse (K w : Matrix n n ℂ) : Matrix n n ℂ := (1 + K * w)⁻¹ * K

/-- The Coulomb matrix with eigenvalues `lam` and the columns of the unitary matrix `U` as
eigenvectors. -/
def coulomb (U : Matrix.unitaryGroup n ℂ) (lam : n → ℝ) : Matrix n n ℂ :=
  (U : Matrix n n ℂ) * diagonal (fun i => (lam i : ℂ)) * (U : Matrix n n ℂ)ᴴ

/-- The Coulomb eigenvalues after those below the threshold `τ` have been set to zero. -/
def cutoff (τ : ℝ) (lam : n → ℝ) : n → ℝ := fun i => if τ ≤ lam i then lam i else 0

/-- For a positive semidefinite response and a positive semidefinite interaction the
dielectric matrix `1 + K v` is invertible. -/
theorem dielectric_isUnit {K v : Matrix n n ℂ} (hK : K.PosSemidef) (hv : v.PosSemidef) :
    IsUnit (1 + K * v).det := by
  rw [isUnit_iff_ne_zero]
  intro hdet
  obtain ⟨x, hx, h0⟩ := Matrix.exists_mulVec_eq_zero_iff.mpr hdet
  have h1 : x + K *ᵥ (v *ᵥ x) = 0 := by
    rw [Matrix.mulVec_mulVec]
    rwa [Matrix.add_mulVec, Matrix.one_mulVec] at h0
  -- pair the null vector with its own potential `v x`
  have h2 : star (v *ᵥ x) ⬝ᵥ x = star x ⬝ᵥ (v *ᵥ x) := by
    rw [Matrix.star_mulVec, hv.isHermitian.eq, ← Matrix.dotProduct_mulVec]
  have h3 : star x ⬝ᵥ (v *ᵥ x) + star (v *ᵥ x) ⬝ᵥ (K *ᵥ (v *ᵥ x)) = 0 := by
    rw [← h2, ← dotProduct_add, h1, dotProduct_zero]
  have h4 := ((add_eq_zero_iff_of_nonneg (hv.dotProduct_mulVec_nonneg x)
    (hK.dotProduct_mulVec_nonneg (v *ᵥ x))).mp h3).1
  have h5 : v *ᵥ x = 0 := (hv.dotProduct_mulVec_zero_iff x).mp h4
  rw [h5, Matrix.mulVec_zero, add_zero] at h1
  exact hx h1

/-- For positive semidefinite `K` and `v`, the adjoint of the inverse dielectric matrix
`(1 + K v)⁻¹` is a left inverse of `1 + v K`. -/
theorem adjoint_inverse {K v : Matrix n n ℂ} (hK : K.PosSemidef) (hv : v.PosSemidef) :
    ((1 + K * v)⁻¹)ᴴ * (1 + v * K) = 1 := by
  have h := congrArg conjTranspose (Matrix.mul_nonsing_inv _ (dielectric_isUnit hK hv))
  simpa only [conjTranspose_mul, conjTranspose_add, conjTranspose_one,
    hK.isHermitian.eq, hv.isHermitian.eq] using h

/-- A positive semidefinite response stays positive semidefinite when it is screened by a
positive semidefinite interaction. -/
theorem screenedResponse_posSemidef {K w : Matrix n n ℂ}
    (hK : K.PosSemidef) (hw : w.PosSemidef) : (screenedResponse K w).PosSemidef := by
  have hinv := Matrix.nonsing_inv_mul _ (dielectric_isUnit hK hw)
  have hadj : (1 + w * K) * ((1 + K * w)⁻¹)ᴴ = 1 :=
    mul_eq_one_comm.mp (adjoint_inverse hK hw)
  have hKwK : (K * w * K).PosSemidef := by
    have h := hw.conjTranspose_mul_mul_same K
    rwa [hK.isHermitian.eq] at h
  have h := (hK.add hKwK).mul_mul_conjTranspose_same (1 + K * w)⁻¹
  -- the congruence of `K + K w K` is the screened response
  have e : (1 + K * w)⁻¹ * (K + K * w * K) * ((1 + K * w)⁻¹)ᴴ = screenedResponse K w := by
    have e1 : K + K * w * K = K * (1 + w * K) := by noncomm_ring
    rw [e1, screenedResponse, mul_assoc, mul_assoc, hadj, mul_one]
  rwa [e] at h

/-- For positive semidefinite `K`, `v` and `w`, the change of the screened interaction is the
change `v - w` of the bare one, dressed by one inverse dielectric matrix on each side. -/
theorem screened_sub {K v w : Matrix n n ℂ}
    (hK : K.PosSemidef) (hv : v.PosSemidef) (hw : w.PosSemidef) :
    screened K v - screened K w = ((1 + K * v)⁻¹)ᴴ * (v - w) * (1 + K * w)⁻¹ := by
  have h1 := adjoint_inverse hK hv
  have h2 := Matrix.mul_nonsing_inv _ (dielectric_isUnit hK hv)
  have h3 := Matrix.mul_nonsing_inv _ (dielectric_isUnit hK hw)
  unfold screened
  generalize (1 + K * v)⁻¹ = B at *
  generalize (1 + K * w)⁻¹ = A at *
  generalize Bᴴ = C at *
  linear_combination (norm := noncomm_ring)
    C * v * h2 - h1 * (v * B) + h1 * (w * A) - C * v * h3

/-- The screened interaction is monotone in the bare one: if `K`, `v`, `w` and `v - w` are
positive semidefinite, so is `v (1 + K v)⁻¹ - w (1 + K w)⁻¹`. -/
theorem screened_monotone {K v w : Matrix n n ℂ} (hK : K.PosSemidef)
    (hv : v.PosSemidef) (hw : w.PosSemidef) (hvw : (v - w).PosSemidef) :
    (screened K v - screened K w).PosSemidef := by
  have hR : ((v - w) * screenedResponse K w * (v - w)).PosSemidef := by
    have h := (screenedResponse_posSemidef hK hw).conjTranspose_mul_mul_same (v - w)
    rwa [hvw.isHermitian.eq] at h
  have h := (hvw.add hR).conjTranspose_mul_mul_same (1 + K * v)⁻¹
  -- the difference is a congruence of `d + d R d`, with `d = v - w` and `R` the response
  have e : screened K v - screened K w = ((1 + K * v)⁻¹)ᴴ *
      ((v - w) + (v - w) * screenedResponse K w * (v - w)) * (1 + K * v)⁻¹ := by
    rw [screened_sub hK hv hw]
    have h2 := Matrix.mul_nonsing_inv _ (dielectric_isUnit hK hv)
    have h4 := Matrix.nonsing_inv_mul _ (dielectric_isUnit hK hw)
    unfold screenedResponse
    generalize (1 + K * v)⁻¹ = B at *
    generalize (1 + K * w)⁻¹ = A at *
    have hA : A = B + A * K * (v - w) * B := by
      linear_combination (norm := noncomm_ring) h4 * B - A * h2
    generalize Bᴴ = C at *
    linear_combination (norm := noncomm_ring) C * (v - w) * hA
  rwa [e]

/-- Let `K`, `v`, `w` and `v - w` be positive semidefinite. The screened self-interaction of
`x` is the same for `v` and `w` exactly when `v - w` annihilates `(1 + K w)⁻¹ x`. -/
theorem screened_energy_eq_iff {K v w : Matrix n n ℂ} (hK : K.PosSemidef)
    (hv : v.PosSemidef) (hw : w.PosSemidef) (hvw : (v - w).PosSemidef) (x : n → ℂ) :
    star x ⬝ᵥ (screened K v *ᵥ x) = star x ⬝ᵥ (screened K w *ᵥ x) ↔
      (v - w) *ᵥ ((1 + K * w)⁻¹ *ᵥ x) = 0 := by
  rw [← sub_eq_zero, ← dotProduct_sub, ← Matrix.sub_mulVec,
    (screened_monotone hK hv hw hvw).dotProduct_mulVec_zero_iff, screened_sub hK hv hw]
  constructor
  · intro h
    -- strip off the invertible left factor
    have hadj : (1 + v * K) * ((1 + K * v)⁻¹)ᴴ = 1 :=
      mul_eq_one_comm.mp (adjoint_inverse hK hv)
    have e : (1 + v * K) * (((1 + K * v)⁻¹)ᴴ * (v - w) * (1 + K * w)⁻¹) =
        (v - w) * (1 + K * w)⁻¹ := by
      rw [← mul_assoc, ← mul_assoc, hadj, one_mul]
    rw [Matrix.mulVec_mulVec, ← e, ← Matrix.mulVec_mulVec, h, Matrix.mulVec_zero]
  · intro h
    rw [mul_assoc, ← Matrix.mulVec_mulVec, ← Matrix.mulVec_mulVec, h, Matrix.mulVec_zero]

/-- A Coulomb matrix with nonnegative eigenvalues is positive semidefinite. -/
theorem coulomb_posSemidef (U : Matrix.unitaryGroup n ℂ) {lam : n → ℝ}
    (h : ∀ i, 0 ≤ lam i) : (coulomb U lam).PosSemidef := by
  have hd : (diagonal (fun i => (lam i : ℂ))).PosSemidef :=
    Matrix.posSemidef_diagonal_iff.mpr fun i => Complex.zero_le_real.mpr (h i)
  exact hd.mul_mul_conjTranspose_same (U : Matrix n n ℂ)

/-- For a positive semidefinite response and nonnegative Coulomb eigenvalues, discarding the
eigenvalues below a threshold never raises the screened self-interaction of a vector `x` of
the product basis. -/
theorem cutoff_lowers_screened {K : Matrix n n ℂ} (hK : K.PosSemidef)
    (U : Matrix.unitaryGroup n ℂ) {lam : n → ℝ} (hlam : ∀ i, 0 ≤ lam i) (τ : ℝ)
    (x : n → ℂ) :
    (star x ⬝ᵥ (screened K (coulomb U (cutoff τ lam)) *ᵥ x)).re ≤
      (star x ⬝ᵥ (screened K (coulomb U lam) *ᵥ x)).re := by
  have hcut : ∀ i, 0 ≤ cutoff τ lam i := by
    intro i
    unfold cutoff
    split_ifs
    · exact hlam i
    · exact le_rfl
  have hdiff : ∀ i, 0 ≤ lam i - cutoff τ lam i := by
    intro i
    unfold cutoff
    split_ifs
    · linarith
    · linarith [hlam i]
  -- the discarded part is itself a Coulomb matrix with nonnegative eigenvalues
  have e : coulomb U lam - coulomb U (cutoff τ lam) =
      coulomb U (fun i => lam i - cutoff τ lam i) := by
    have hd : diagonal (fun i => ((lam i - cutoff τ lam i : ℝ) : ℂ)) =
        diagonal (fun i => (lam i : ℂ)) - diagonal (fun i => (cutoff τ lam i : ℂ)) := by
      simp [Matrix.diagonal_sub]
    unfold coulomb
    rw [hd, Matrix.mul_sub, Matrix.sub_mul]
  have hvw : (coulomb U lam - coulomb U (cutoff τ lam)).PosSemidef := by
    rw [e]
    exact coulomb_posSemidef U hdiff
  have h := (screened_monotone hK (coulomb_posSemidef U hlam)
    (coulomb_posSemidef U hcut) hvw).dotProduct_mulVec_nonneg x
  rw [Matrix.sub_mulVec, dotProduct_sub] at h
  have hre := (Complex.le_def.mp h).1
  rw [Complex.sub_re, Complex.zero_re] at hre
  linarith

end

end MixedProductBasis
```

```lean
#print axioms MixedProductBasis.screened_energy_eq_iff
-- 'MixedProductBasis.screened_energy_eq_iff' depends on axioms: [propext, Classical.choice, Quot.sound]
#print axioms MixedProductBasis.cutoff_lowers_screened
-- 'MixedProductBasis.cutoff_lowers_screened' depends on axioms: [propext, Classical.choice, Quot.sound]
```

The finite type `n` indexes the basis. `screened K v` is \(W(v)\), `screenedResponse K w` is \(R\), and `PosSemidef` includes Hermiticity. The expression `star x ⬝ᵥ (screened K v *ᵥ x)` is \(x^\dagger W(v)x\). `coulomb U lam` builds \(v\) from a unitary matrix and real eigenvalues, and `cutoff τ lam` keeps those at or above `τ`.

`dielectric_isUnit` carries out the null-vector argument, and `adjoint_inverse` takes the adjoint of the inverse relation. `screenedResponse_posSemidef` is the congruence for \(R\). In `screened_sub`, `linear_combination` combines the inverse relations to give \(B^\dagger dA\). `screened_monotone` derives \(A=B+RdB\) as `hA` and substitutes it. `screened_energy_eq_iff` removes \(B^\dagger\) by multiplying with `1 + v * K`. Finally, `coulomb_posSemidef` supplies the positivity that `cutoff_lowers_screened` needs for the full, truncated and discarded Coulomb matrices. That last theorem compares real parts, which are the full values because both forms are real.

## Scope of the bound

The main theorem holds for any finite complex matrices meeting its hypotheses. Positivity of \(K\) is assumed, not derived from a band structure, and a response at real nonzero frequency need not have it. The same \(K\) enters both sides, so changes of the polarizability through self-consistency are left out.

The cutoff theorem takes Coulomb eigenvectors that are orthonormal in the coefficient space, as in an orthonormalised product basis. The divergent Coulomb element at zero wave vector needs separate treatment, since all entries here are finite.

The result gives a direction for the truncation error of \(x^\dagger Wx\), not its size. It does not order \(W-v\), which enters the Coulomb-hole term, and so fixes no sign for the error of a full quasiparticle energy.
